# On one spin-n/2 multiplet, p-fold rotation symmetry forces Jz conservation exactly when n < p

A: Take ħ = 1 and one multiplet of spin n/2, with n a natural number. Its n + 1 basis states carry labels k = 0, …, n, the type `Fin (n + 1)`, and operators are complex (n+1)×(n+1) matrices. Since i and j will label states, I is the imaginary unit, as in Lean. For a natural number p,

m_k = n/2 − k,  Jz = diag(m_k),  R = exp(−2πI Jz/p),  φ_k = exp(−2πI m_k/p).

These are `weight`, `Jz`, `rot` and `phase`. State 0 has the largest m, and for p ≥ 1 R rotates by 2π/p about z.

```lean
import Mathlib

open Matrix Complex

namespace DiscreteRotationSymmetry

noncomputable section

/-- The magnetic quantum number `m = n/2 - k` of the `k`-th basis state of spin `n/2`. -/
def weight (n : ℕ) (k : Fin (n + 1)) : ℂ := (n : ℂ) / 2 - ((k : ℕ) : ℂ)

/-- The spin-`n/2` operator `Jz = diag(n/2 - k)`, `k = 0, …, n`. -/
def Jz (n : ℕ) : Matrix (Fin (n + 1)) (Fin (n + 1)) ℂ := diagonal (weight n)

/-- The rotation by `2π/p` about the z axis, `exp(-2πi Jz / p)`. -/
def rot (n p : ℕ) : Matrix (Fin (n + 1)) (Fin (n + 1)) ℂ :=
  NormedSpace.exp ((-(2 * Real.pi * I) / p : ℂ) • Jz n)

/-- The phase factor `exp(-2πi m / p)` for the `k`-th basis state, `m = n/2 - k`. -/
def phase (n p : ℕ) (k : Fin (n + 1)) : ℂ :=
  Complex.exp (-(2 * Real.pi * I) / p * weight n k)
```

Q: Defining both R and φ_k looks suspicious. Is R declared diagonal by fiat?

A: No. `rot` is the matrix exponential `NormedSpace.exp`, and its diagonal form is derived. First comes a fact about any matrix A and any diagonal D = diag(d_k):

(AD − DA)_ij = A_ij (d_j − d_i).

So A commutes with D exactly when A_ij = 0 wherever d_i ≠ d_j. In `commute_diagonal_iff` this product is `h2`, and `mul_eq_zero` splits it into its two cases.

```lean
/-- A matrix commutes with a diagonal matrix exactly when its elements between basis
states with different diagonal values vanish. -/
theorem commute_diagonal_iff {ι : Type*} [Fintype ι] [DecidableEq ι]
    (d : ι → ℂ) (A : Matrix ι ι ℂ) :
    A * diagonal d = diagonal d * A ↔ ∀ i j, d i ≠ d j → A i j = 0 := by
  constructor
  · intro h i j hij
    have h1 := congrFun (congrFun h i) j
    rw [mul_diagonal, diagonal_mul] at h1
    have h2 : A i j * (d j - d i) = 0 := by linear_combination h1
    rcases mul_eq_zero.mp h2 with h3 | h3
    · exact h3
    · exact absurd (sub_eq_zero.mp h3).symm hij
  · intro h
    ext i j
    rw [mul_diagonal, diagonal_mul]
    by_cases hij : d i = d j
    · rw [hij, mul_comm]
    · rw [h i j hij, zero_mul, mul_zero]
```

A: Powers of a diagonal matrix act entry by entry, hence so does the exponential series, and R = diag(φ_k). The proof pulls the scalar into the diagonal and applies `Matrix.exp_diagonal`.

```lean
/-- The rotation `exp(-2πi Jz / p)` is diagonal with entries `exp(-2πi m / p)`. -/
theorem rot_eq_diagonal (n p : ℕ) : rot n p = diagonal (phase n p) := by
  unfold rot Jz
  rw [← Matrix.diagonal_smul, Matrix.exp_diagonal]
  congr 1
  funext k
  rw [Pi.exp_def]
  simp only [phase, Complex.exp_eq_exp_ℂ, Pi.smul_apply, smul_eq_mul]
```

Q: For odd n the m_k are half-integers and R^p = −1. Does the counting modulo p survive that?

A: It does, because only differences of m enter. Two complex exponentials agree exactly when their exponents differ by 2πI ℓ for some integer ℓ:

−2πI m_i/p = −2πI m_j/p + 2πI ℓ.

Since m_j − m_i = i − j, the term n/2 cancels. Dividing by 2πI and multiplying by p, which is nonzero for p ≥ 1, leaves

i − j = p ℓ.

In `phase_eq_iff` the integer ℓ is called `m`; `h1` is the equation multiplied by p, and `mul_left_cancel₀` removes 2πI. The difference is taken in ℤ, so it may be negative.

```lean
/-- For `p ≥ 1`, two basis states acquire the same phase under the `2π/p` rotation
exactly when their labels differ by a multiple of `p`. -/
theorem phase_eq_iff (n p : ℕ) (hp : 1 ≤ p) (i j : Fin (n + 1)) :
    phase n p i = phase n p j ↔ (p : ℤ) ∣ ((i : ℕ) : ℤ) - ((j : ℕ) : ℤ) := by
  have hp' : (p : ℂ) ≠ 0 := Nat.cast_ne_zero.mpr (by omega)
  have hc : (2 * Real.pi * I : ℂ) ≠ 0 := Complex.two_pi_I_ne_zero
  unfold phase weight
  rw [Complex.exp_eq_exp_iff_exists_int]
  generalize (2 * Real.pi * I : ℂ) = c at hc ⊢
  have hu : (p : ℂ) * (p : ℂ)⁻¹ = 1 := mul_inv_cancel₀ hp'
  rw [div_eq_mul_inv (-c)]
  generalize (p : ℂ)⁻¹ = u at hu ⊢
  constructor
  · rintro ⟨m, h⟩
    refine ⟨m, ?_⟩
    -- cancel the factor 2πi and return to the integers
    have h1 : c * (((i : ℕ) : ℂ) - ((j : ℕ) : ℂ)) = c * ((p : ℂ) * (m : ℂ)) := by
      linear_combination (p : ℂ) * h - c * (((i : ℕ) : ℂ) - ((j : ℕ) : ℂ)) * hu
    have h2 := mul_left_cancel₀ hc h1
    exact_mod_cast h2
  · rintro ⟨m, h⟩
    refine ⟨m, ?_⟩
    have h2 : ((i : ℕ) : ℂ) - ((j : ℕ) : ℂ) = (p : ℂ) * (m : ℂ) := by exact_mod_cast h
    linear_combination c * u * h2 + c * (m : ℂ) * hu
```

Q: And the selection rules?

A: Apply the diagonal fact twice. With d = m the values are all distinct, which is `hw`, so A commutes with Jz exactly when A is diagonal. With d = φ and p ≥ 1, A commutes with R exactly when A_ij = 0 unless p divides i − j.

```lean
/-- A matrix commutes with `Jz` exactly when all its off-diagonal elements vanish. -/
theorem commute_Jz_iff (n : ℕ) (A : Matrix (Fin (n + 1)) (Fin (n + 1)) ℂ) :
    A * Jz n = Jz n * A ↔ ∀ i j, i ≠ j → A i j = 0 := by
  -- the spectrum of Jz is non-degenerate
  have hw : ∀ i j : Fin (n + 1), weight n i = weight n j ↔ i = j := by
    intro i j
    constructor
    · intro h
      unfold weight at h
      have h1 : ((i : ℕ) : ℂ) = ((j : ℕ) : ℂ) := by linear_combination -h
      exact Fin.ext (by exact_mod_cast h1)
    · intro h
      rw [h]
  unfold Jz
  rw [commute_diagonal_iff]
  simp only [ne_eq, hw]

/-- Selection rule of `p`-fold symmetry, `p ≥ 1`: a matrix commutes with the `2π/p` rotation exactly
when its elements vanish unless the two labels differ by a multiple of `p`. -/
theorem commute_rot_iff (n p : ℕ) (hp : 1 ≤ p) (A : Matrix (Fin (n + 1)) (Fin (n + 1)) ℂ) :
    A * rot n p = rot n p * A ↔
      ∀ i j : Fin (n + 1), ¬ (p : ℤ) ∣ ((i : ℕ) : ℤ) - ((j : ℕ) : ℤ) → A i j = 0 := by
  rw [rot_eq_diagonal, commute_diagonal_iff]
  simp only [ne_eq, phase_eq_iff n p hp]
```

A: Conservation of Jz always implies the discrete symmetry: φ_i ≠ φ_j forces i ≠ j, and a diagonal A vanishes there. This theorem needs no hypothesis on p, but for p = 0 there is no angle 2π/p: Lean's division by zero makes R the identity.

```lean
/-- Every matrix commuting with `Jz` commutes with the rotation `exp(-2πi Jz / p)`. -/
theorem commute_rot_of_commute_Jz (n p : ℕ) (A : Matrix (Fin (n + 1)) (Fin (n + 1)) ℂ)
    (h : A * Jz n = Jz n * A) : A * rot n p = rot n p * A := by
  rw [rot_eq_diagonal, commute_diagonal_iff]
  intro i j hij
  refine (commute_Jz_iff n A).mp h i j ?_
  intro e
  exact hij (by rw [e])
```

Q: Show me the failure in the other direction.

A: Let 1 ≤ p ≤ n, so that state p exists and differs from state 0. Let E = |0⟩⟨p|, with its single entry 1 in row 0 and column p; this is `jump`. It sends m = n/2 − p to m = n/2. Its labels differ by −p, so ER = RE, while

E Jz − Jz E = (m_p − m_0) E = −p E ≠ 0.

The Lean proof checks the one entry against `commute_rot_iff`, then notes that `commute_Jz_iff` would force that off-diagonal entry, 1, to vanish.

```lean
/-- The matrix unit with a single entry `1` at position `(0, p)`, mapping the state
`m = n/2 - p` to the state `m = n/2`. -/
def jump (n p : ℕ) (h : p ≤ n) : Matrix (Fin (n + 1)) (Fin (n + 1)) ℂ :=
  Matrix.single 0 ⟨p, Nat.lt_succ_of_le h⟩ 1

/-- Counterexample: for `1 ≤ p ≤ n` the matrix unit at `(0, p)` commutes with the
`2π/p` rotation but not with `Jz`. -/
theorem jump_counterexample (n p : ℕ) (hp : 1 ≤ p) (h : p ≤ n) :
    jump n p h * rot n p = rot n p * jump n p h ∧
      jump n p h * Jz n ≠ Jz n * jump n p h := by
  constructor
  · rw [commute_rot_iff n p hp]
    intro i j hij
    unfold jump
    apply Matrix.single_apply_of_ne
    rintro ⟨rfl, rfl⟩
    -- the only nonzero entry changes the label by exactly p
    apply hij
    simp
  · intro hc
    have hne : (0 : Fin (n + 1)) ≠ ⟨p, Nat.lt_succ_of_le h⟩ := by
      intro e
      have h1 : 0 = p := congrArg Fin.val e
      omega
    have h0 := (commute_Jz_iff n _).mp hc _ _ hne
    unfold jump at h0
    rw [Matrix.single_apply_same] at h0
    exact one_ne_zero h0
```

Q: E is not Hermitian. No Hamiltonian looks like that.

A: True, and the final theorem quantifies over all complex A, with no Hermiticity condition. For n < p that only helps, since Hamiltonians are among these matrices. For p ≤ n the checked witness is E itself. The Hermitian matrix E + E† has entries only at (0, p) and (p, 0), so the two selection rules treat it the same way, though the file has no theorem about it.

Q: Read me the final statement.

A: For all n and all p ≥ 1, `rot_symmetry_conserves_Jz_iff` says: the property that every A with AR = RA also satisfies A Jz = Jz A holds if and only if n < p. Forwards, n ≥ p would make E a counterexample. Backwards, take i ≠ j. Both labels lie in 0, …, n, so

|i − j| ≤ n < p,

which is `habs`. A multiple of p smaller than p in absolute value is zero, by `Int.eq_zero_of_abs_lt_dvd`, which contradicts i ≠ j. So p does not divide i − j, A_ij = 0, and A is diagonal. For n = 0 all 1×1 matrices commute, and 0 < p holds. For p = 1, R = (−1)^n commutes with everything, so the property fails for every n ≥ 1.

```lean
/-- For spin `n/2` and `p ≥ 1`, every matrix commuting with `exp(-2πi Jz / p)` also
commutes with `Jz` if and only if `n < p`. -/
theorem rot_symmetry_conserves_Jz_iff (n p : ℕ) (hp : 1 ≤ p) :
    (∀ A : Matrix (Fin (n + 1)) (Fin (n + 1)) ℂ,
      A * rot n p = rot n p * A → A * Jz n = Jz n * A) ↔ n < p := by
  constructor
  · intro H
    by_contra hn
    have h : p ≤ n := by omega
    obtain ⟨h1, h2⟩ := jump_counterexample n p hp h
    exact h2 (H _ h1)
  · intro hn A hA
    rw [commute_Jz_iff]
    intro i j hij
    refine (commute_rot_iff n p hp A).mp hA i j ?_
    intro hd
    -- labels differ by at most n < p, so a multiple of p must be zero
    have hi := i.isLt
    have hj := j.isLt
    have habs : |((i : ℕ) : ℤ) - ((j : ℕ) : ℤ)| < (p : ℤ) := by
      rw [abs_lt]
      constructor <;> omega
    have h0 := Int.eq_zero_of_abs_lt_dvd hd habs
    exact hij (Fin.ext (by omega))

end

end DiscreteRotationSymmetry
```

```lean
#print axioms DiscreteRotationSymmetry.commute_rot_iff
-- 'DiscreteRotationSymmetry.commute_rot_iff' depends on axioms: [propext, Classical.choice, Quot.sound]
#print axioms DiscreteRotationSymmetry.commute_rot_of_commute_Jz
-- 'DiscreteRotationSymmetry.commute_rot_of_commute_Jz' depends on axioms: [propext, Classical.choice, Quot.sound]
#print axioms DiscreteRotationSymmetry.rot_symmetry_conserves_Jz_iff
-- 'DiscreteRotationSymmetry.rot_symmetry_conserves_Jz_iff' depends on axioms: [propext, Classical.choice, Quot.sound]
```

Q: How much does this tell me about an ion on a p-fold axis?

A: For a Hamiltonian on one isolated angular-momentum multiplet, on which the rotation acts as R = exp(−2πI Jz/p), and with that rotation as the only symmetry imposed, the axis guarantees that m is a good quantum number when the spin is below p/2, and otherwise permits mixing of states whose m differ by multiples of p. Permitted does not mean present: a particular A may still commute with Jz, and time reversal or other point-group elements, which are not modelled, may forbid the mixing terms. Several multiplets, where values of m can repeat, and infinite-dimensional spaces are not covered. Conservation here means a vanishing commutator, and time evolution does not appear.
